# One formula for the stable root of a cubic energy fit with negative linear coefficient

**Q:** I fit energies to $q(y)=a+by+cy^2+dy^3$, where $y>0$ is an inverse power of the volume such as $V^{-2/3}$, and solve $q'(y)=0$ with the textbook quadratic formula. At $d=0$ it divides by zero. For $b<0<c$ and $d<0$, two real roots are both positive, so "take the positive root" can return an energy maximum. What repairs this?

**A:** Select by curvature. The derivatives are $q'=b+2cy+3dy^2$ and $q''=2c+6dy$. Expanding the square of half the curvature gives
$$(c+3dy)^2=c^2-3bd+3d\,q'(y).$$
Assume $c^2>3bd$ and write $s=\sqrt{c^2-3bd}>0$. At a stationary point $c+3dy=\pm s$, and positive curvature selects $+s$. Then
$$0=q'(y)=b+cy+y(c+3dy)=b+y(c+s),\qquad y=\frac{-b}{c+s}.$$

**Q:** You divided by $c+s$. Is it positive?

**A:** If $c>0$, clearly. If $d>0$, then $b<0$ gives $s^2>c^2$, so $s>-c$. One of the two is enough.

Conversely, let $y=-b/(c+s)$, which is positive. Then
$$(c+3dy)(c+s)=c^2+cs-3bd=s(c+s),$$
so $c+3dy=s$. Hence $q'(y)=b+y(c+s)=0$ and $q''(y)=2s>0$.

**Q:** Does the Lean file speak about the energy's derivatives, or only about a quadratic equation?

**A:** About the derivatives. All quantities are real numbers, and `cubicFit` is $q$.

```lean
import Mathlib

open Filter Topology

namespace EquationOfStateRootSelection

noncomputable section

/-- The fitted energy as a cubic polynomial in the strain-like variable `y`. -/
def cubicFit (a b c d y : ℝ) : ℝ := a + b * y + c * y ^ 2 + d * y ^ 3
```

Stability is defined by Mathlib's `deriv`, applied once for the slope and twice for the curvature.

```lean
/-- A stable root is a positive `y` at which the fitted energy has zero slope and
positive curvature. -/
def IsStableRoot (a b c d y : ℝ) : Prop :=
  0 < y ∧ deriv (cubicFit a b c d) y = 0 ∧ 0 < deriv (deriv (cubicFit a b c d)) y
```

The closed formula is a separate definition, so the main theorem has to connect the two.

```lean
/-- The closed formula for the selected root, written without division by `d`. -/
def stableRoot (b c d : ℝ) : ℝ := -b / (c + √(c ^ 2 - 3 * b * d))
```

**Q:** And what does that theorem assume?

**A:** `isStableRoot_iff_eq_stableRoot` assumes $b<0$, $c^2>3bd$, and $c>0$ or $d>0$. It says that $y$ is a stable root if and only if it equals `stableRoot b c d`, so there is exactly one. Your case $c>0$ is included for either sign of $d$ and for $d=0$. Physically, $b<0$ means that the fitted energy falls as the material is first compressed from infinite volume. For $y=V^{-2/3}$, the third-order Birch–Murnaghan form, a fit with a stable root has $b<0$ exactly when the pressure derivative of its bulk modulus at that root is below $16/3$. Fits with a larger derivative are outside this theorem.

**Q:** Is a stable root my equilibrium volume?

**A:** It is a strict local minimum of the fit in $y$, hence also in $V$. For $d<0$ the cubic falls without bound at large $y$, so the minimum isn't global. The theorem also doesn't judge the quality of the fit, or whether the root lies within your data.

**Q:** Then take me through the proof.

**A:** First come the two derivatives. The second reuses the first, because the slope is itself a `cubicFit` with shifted coefficients.

```lean
/-- The slope of the fitted energy. -/
theorem deriv_cubicFit (a b c d : ℝ) :
    deriv (cubicFit a b c d) = fun y => b + 2 * c * y + 3 * d * y ^ 2 := by
  funext y
  have h : HasDerivAt (fun y : ℝ => a + b * y + c * y ^ 2 + d * y ^ 3)
      (b + 2 * c * y + 3 * d * y ^ 2) y := by
    have h1 := (hasDerivAt_id' y).const_mul b
    have h2 := (hasDerivAt_pow 2 y).const_mul c
    have h3 := (hasDerivAt_pow 3 y).const_mul d
    exact (((h1.const_add a).fun_add h2).fun_add h3).congr_deriv (by norm_num; ring)
  exact h.deriv

/-- The curvature of the fitted energy. -/
theorem deriv_deriv_cubicFit (a b c d : ℝ) :
    deriv (deriv (cubicFit a b c d)) = fun y => 2 * c + 6 * d * y := by
  -- the slope is again a fit polynomial, with shifted coefficients
  have h : deriv (cubicFit a b c d) = cubicFit b (2 * c) (3 * d) 0 := by
    rw [deriv_cubicFit]
    funext y
    simp [cubicFit]
  rw [h, deriv_cubicFit]
  funext y
  ring
```

Next is the squared-curvature identity at a stationary point, multiplied by four.

```lean
/-- At every stationary point of the fitted energy the squared curvature is
`4 (c² - 3 b d)`. -/
theorem curvature_sq_of_stationary {a b c d y : ℝ}
    (h : deriv (cubicFit a b c d) y = 0) :
    (deriv (deriv (cubicFit a b c d)) y) ^ 2 = 4 * (c ^ 2 - 3 * b * d) := by
  have h0 : b + 2 * c * y + 3 * d * y ^ 2 = 0 := by
    rw [deriv_cubicFit] at h
    exact h
  rw [deriv_deriv_cubicFit]
  linear_combination 12 * d * h0
```

In the main proof, `hp` is the positive denominator. `hprod` factors the identity into $(c+3dy-s)(c+3dy+s)=0$, and positive curvature excludes the second factor. In the converse, `hk` is $c+3dy=s$, obtained by cancelling $c+s$.

```lean
/-- Root selection: if `b < 0`, `c² > 3 b d` and at least one of `c`, `d` is positive, then
`y` is a stable root exactly when `y = -b / (c + √(c² - 3 b d))`. -/
theorem isStableRoot_iff_eq_stableRoot {a b c d y : ℝ} (hb : b < 0)
    (hD : 3 * b * d < c ^ 2) (hcd : 0 < c ∨ 0 < d) :
    IsStableRoot a b c d y ↔ y = stableRoot b c d := by
  have hs : √(c ^ 2 - 3 * b * d) ^ 2 = c ^ 2 - 3 * b * d := Real.sq_sqrt (by linarith)
  have hspos : 0 < √(c ^ 2 - 3 * b * d) := Real.sqrt_pos.mpr (by linarith)
  -- the denominator of the closed formula is positive
  have hp : 0 < c + √(c ^ 2 - 3 * b * d) := by
    rcases hcd with hc | hd
    · linarith
    · have h : -c < √(c ^ 2 - 3 * b * d) :=
        Real.lt_sqrt_of_sq_lt (by nlinarith [mul_neg_of_neg_of_pos hb hd])
      linarith
  unfold IsStableRoot stableRoot
  rw [deriv_deriv_cubicFit, deriv_cubicFit, eq_div_iff hp.ne']
  generalize √(c ^ 2 - 3 * b * d) = s at hs hspos hp ⊢
  constructor
  · rintro ⟨_, h0, h2⟩
    replace h0 : b + 2 * c * y + 3 * d * y ^ 2 = 0 := h0
    replace h2 : 0 < 2 * c + 6 * d * y := h2
    -- half the curvature is `s` or `-s`; stability selects `s`
    have hprod : (c + 3 * d * y - s) * (c + 3 * d * y + s) = 0 := by
      linear_combination 3 * d * h0 - hs
    rcases mul_eq_zero.mp hprod with h | h
    · linear_combination h0 - y * h
    · exfalso
      linarith
  · intro hy
    have hk : c + 3 * d * y = s := by
      apply mul_right_cancel₀ hp.ne'
      linear_combination 3 * d * hy - hs
    refine ⟨?_, ?_, ?_⟩
    · have h : 0 < y * (c + s) := by linarith
      exact (mul_pos_iff_of_pos_right hp).mp h
    · show b + 2 * c * y + 3 * d * y ^ 2 = 0
      linear_combination hy + y * hk
    · show 0 < 2 * c + 6 * d * y
      linarith
```

**Q:** Are those conditions on $c$ and $d$ too strict?

**A:** No. For $b<0$ they are also necessary. A stable root has $4(c^2-3bd)=q''(y)^2>0$, and $2c+6dy>0$ with $y>0$ needs a positive $c$ or $d$.

```lean
/-- For `b < 0` the fitted energy has a stable root if and only if `c² > 3 b d` and at least
one of `c`, `d` is positive. -/
theorem exists_isStableRoot_iff {a b c d : ℝ} (hb : b < 0) :
    (∃ y, IsStableRoot a b c d y) ↔ 3 * b * d < c ^ 2 ∧ (0 < c ∨ 0 < d) := by
  constructor
  · rintro ⟨y, hy, h0, h2⟩
    have hsq := curvature_sq_of_stationary h0
    have hpos := pow_pos h2 2
    refine ⟨by linarith, ?_⟩
    rw [deriv_deriv_cubicFit] at h2
    replace h2 : 0 < 2 * c + 6 * d * y := h2
    by_contra h
    obtain ⟨hc, hd⟩ := not_or.mp h
    -- with `c ≤ 0` and `d ≤ 0` the curvature cannot be positive
    nlinarith [mul_nonneg (neg_nonneg.mpr (not_lt.mp hd)) hy.le, not_lt.mp hc]
  · rintro ⟨hD, hcd⟩
    exact ⟨stableRoot b c d, (isStableRoot_iff_eq_stableRoot hb hD hcd).mpr rfl⟩
```

**Q:** And the maximum I was worried about?

**A:** For $d<0<c$ it sits at $-b/(c-s)$, above the selected root. The same steps with $-s$ in place of $s$ give negative curvature.

```lean
/-- For `b < 0 < c`, `d < 0` and `c² > 3 b d`, the point `-b / (c - √(c² - 3 b d))` lies above
the selected root and is stationary with negative curvature. -/
theorem rejected_root {a b c d : ℝ} (hb : b < 0) (hc : 0 < c) (hd : d < 0)
    (hD : 3 * b * d < c ^ 2) :
    stableRoot b c d < -b / (c - √(c ^ 2 - 3 * b * d)) ∧
      deriv (cubicFit a b c d) (-b / (c - √(c ^ 2 - 3 * b * d))) = 0 ∧
      deriv (deriv (cubicFit a b c d)) (-b / (c - √(c ^ 2 - 3 * b * d))) < 0 := by
  have hs : √(c ^ 2 - 3 * b * d) ^ 2 = c ^ 2 - 3 * b * d := Real.sq_sqrt (by linarith)
  have hspos : 0 < √(c ^ 2 - 3 * b * d) := Real.sqrt_pos.mpr (by linarith)
  have hlt : √(c ^ 2 - 3 * b * d) < c :=
    (Real.sqrt_lt' hc).mpr (by nlinarith [mul_pos_of_neg_of_neg hb hd])
  unfold stableRoot
  rw [deriv_deriv_cubicFit, deriv_cubicFit]
  generalize √(c ^ 2 - 3 * b * d) = s at hs hspos hlt ⊢
  have hm : 0 < c - s := by linarith
  have hp : 0 < c + s := by linarith
  have hord : -b / (c + s) < -b / (c - s) := by
    rw [div_lt_div_iff₀ hp hm]
    nlinarith [mul_pos (neg_pos.mpr hb) hspos]
  have hy : -b / (c - s) * (c - s) = -b := div_mul_cancel₀ _ hm.ne'
  generalize -b / (c - s) = y at hord hy ⊢
  -- here half the curvature is `-s`
  have hk : c + 3 * d * y = -s := by
    apply mul_right_cancel₀ hm.ne'
    linear_combination 3 * d * hy - hs
  refine ⟨hord, ?_, ?_⟩
  · show b + 2 * c * y + 3 * d * y ^ 2 = 0
    linear_combination hy + y * hk
  · show 2 * c + 6 * d * y < 0
    linarith
```

Take $b=-3$, $c=5$, $d=-1$. Then $s=\sqrt{25-9}=4$, and the stationary points are $3/9=1/3$ and $3/1=3$. Since $q''=10-6y$, the curvatures are $8$ and $-8$: the first is the minimum.

**Q:** Does the answer jump when a fit returns a tiny $d$?

**A:** Not for fixed $b$ and fixed $c>0$. At $d=0$ the formula gives the parabola's $-b/(2c)$, and continuity of the quotient makes this the limit as $d\to0$.

```lean
/-- For a fit without cubic term and with `c > 0`, the closed formula gives `-b / (2 c)`. -/
theorem stableRoot_zero (b : ℝ) {c : ℝ} (hc : 0 < c) :
    stableRoot b c 0 = -b / (2 * c) := by
  unfold stableRoot
  rw [mul_zero, sub_zero, Real.sqrt_sq hc.le, two_mul]

/-- For `c > 0` the closed formula tends to `-b / (2 c)` as the cubic coefficient tends
to zero. -/
theorem tendsto_stableRoot (b : ℝ) {c : ℝ} (hc : 0 < c) :
    Tendsto (fun d => stableRoot b c d) (𝓝 0) (𝓝 (-b / (2 * c))) := by
  rw [← stableRoot_zero b hc]
  have hne : c + √(c ^ 2 - 3 * b * 0) ≠ 0 :=
    (add_pos_of_pos_of_nonneg hc (Real.sqrt_nonneg _)).ne'
  have hden : Continuous (fun d : ℝ => c + √(c ^ 2 - 3 * b * d)) := by fun_prop
  have h : ContinuousAt (fun d : ℝ => -b / (c + √(c ^ 2 - 3 * b * d))) 0 :=
    ContinuousAt.div continuousAt_const hden.continuousAt hne
  exact h

end

end EquationOfStateRootSelection
```

```lean
#print axioms EquationOfStateRootSelection.exists_isStableRoot_iff
#print axioms EquationOfStateRootSelection.rejected_root
#print axioms EquationOfStateRootSelection.tendsto_stableRoot
```

```
'EquationOfStateRootSelection.exists_isStableRoot_iff' depends on axioms: [propext, Classical.choice, Quot.sound]
'EquationOfStateRootSelection.rejected_root' depends on axioms: [propext, Classical.choice, Quot.sound]
'EquationOfStateRootSelection.tendsto_stableRoot' depends on axioms: [propext, Classical.choice, Quot.sound]
```

**Q:** What does this give me in practice?

**A:** For static energies fitted by a cubic in $y$ with $b<0$, an equilibrium volume from a single expression, with no branch for $d=0$. Check first that $c^2>3bd$ and that $c$ or $d$ is positive; otherwise the fit has no stable root. The same argument by hand also yields the bulk modulus: with $y=V^{-n}$ and $q''=2s$ at the minimum, $B=V\,d^2E/dV^2=2n^2y^2s/V$.
